# The Wulff shape of a broken-bond surface energy with finitely many non-negative bond strengths is a zonotope

**Q.** I build crystal shapes by computing a surface energy for a list of normals and intersecting the half-spaces. If the list misses a facet normal, the shape comes out too large, and nothing in the output warns me. Take a square lattice with bonds (1,0) and (0,1), both of strength 1, so that the energy of the normal n is |n₁| + |n₂|. If I sample only the four diagonal normals, I get the diamond |x₁| + |x₂| ≤ 2. It contains the point (2,0), although the true shape is the square |x₁| ≤ 1, |x₂| ≤ 1. You say that the bonds give the shape without any sampling. What exactly is the claim?

**A.** Let b_j be finitely many bond vectors and e_j ≥ 0 their strengths. For any vector v, define the energy

γ(v) = ∑_j e_j |⟨b_j, v⟩|.

Then a point x satisfies ⟨x, v⟩ ≤ γ(v) for every v exactly when

x = ∑_j t_j b_j with |t_j| ≤ e_j for every j.

The set of such combinations is called a zonotope. In your example it is the square, read off directly from the two bonds. The formal setting is a real inner product space `E`, with the bonds labelled by a finite type `ι`.

```lean
import Mathlib

open scoped InnerProductSpace Pointwise

namespace BrokenBondWulff

noncomputable section

variable {ι E : Type*} [Fintype ι] [NormedAddCommGroup E] [InnerProductSpace ℝ E]
```

**Q.** Before any geometry, is that γ really a surface energy? I would count cut bonds.

**A.** So does the formula. Take a Bravais lattice with cell volume Ω, and list one vector from each pair ±b_j. A plane with unit normal n cuts |⟨b_j, n⟩|/Ω bonds of type j per unit area. If breaking one costs φ_j, and the cost is shared between the two new surfaces, then e_j = φ_j/(2Ω). The Lean definition takes e_j as given, so this prefactor is your responsibility. If you list both b_j and −b_j, halve each strength.

```lean
/-- Broken-bond surface energy for the direction `v`: each bond vector `b j` contributes its
strength `e j` times the size of its component along `v`. -/
def brokenBondEnergy (e : ι → ℝ) (b : ι → E) (v : E) : ℝ :=
  ∑ j, e j * |⟪b j, v⟫_ℝ|
```

The model behind it is an ideal crystal at zero temperature, with one atom per lattice point and pairwise bonds. With several atoms per cell, as in diamond, the number of cut bonds can also depend on where the plane lies, and this formula doesn't account for that. Relaxation, reconstruction and entropy don't enter.

**Q.** And the shape? Wulff's construction uses unit normals, but your claim quantifies over all vectors.

**A.** The definition is the usual one, with `‖n‖ = 1`, for an arbitrary function γ. That a crystal of fixed volume minimises its surface energy by taking a scaled copy of this shape is borrowed from classical theory, not proved here. The zonotope is defined separately, from coefficients alone, so the two sides don't agree merely by definition.

```lean
/-- The Wulff shape of a surface energy `γ`: the points `x` with `⟪x, n⟫ ≤ γ n` for every
unit normal `n`. -/
def wulffShape (γ : E → ℝ) : Set E :=
  {x | ∀ n : E, ‖n‖ = 1 → ⟪x, n⟫_ℝ ≤ γ n}

/-- The zonotope of the bonds: all combinations of the bond vectors whose coefficients are
bounded in size by the bond strengths. -/
def zonotope (e : ι → ℝ) (b : ι → E) : Set E :=
  {x | ∃ t : ι → ℝ, (∀ j, |t j| ≤ e j) ∧ x = ∑ j, t j • b j}
```

**Q.** Then you owe me the passage from unit normals to all vectors.

**A.** It rests on scaling. For a real number c,

γ(cv) = ∑_j e_j |c| |⟨b_j, v⟩| = |c| γ(v).

If v ≠ 0, apply the inequality to n = v/‖v‖. It reads ⟨x, v⟩/‖v‖ ≤ γ(v)/‖v‖, and multiplying by ‖v‖ gives the inequality for v. For v = 0 both sides vanish. The converse is immediate, because unit normals are vectors.

`brokenBondEnergy_smul` is the scaling rule. In `mem_wulffShape_iff`, the case split on `v = 0` and the final cancellation of `‖v‖⁻¹` follow the same argument. Neither theorem needs a sign condition on the strengths.

```lean
/-- Rescaling the direction by `c` rescales the broken-bond energy by `|c|`. -/
theorem brokenBondEnergy_smul (e : ι → ℝ) (b : ι → E) (c : ℝ) (v : E) :
    brokenBondEnergy e b (c • v) = |c| * brokenBondEnergy e b v := by
  unfold brokenBondEnergy
  rw [Finset.mul_sum]
  refine Finset.sum_congr rfl fun j _ => ?_
  rw [real_inner_smul_right, abs_mul]
  ring

/-- For the broken-bond energy, the Wulff inequalities for unit normals are equivalent to the
same inequalities for all vectors. -/
theorem mem_wulffShape_iff (e : ι → ℝ) (b : ι → E) (x : E) :
    x ∈ wulffShape (brokenBondEnergy e b) ↔ ∀ v, ⟪x, v⟫_ℝ ≤ brokenBondEnergy e b v := by
  refine ⟨fun h v => ?_, fun h n _ => h n⟩
  by_cases hv : v = 0
  · simp [hv, brokenBondEnergy]
  · have hpos : 0 < ‖v‖⁻¹ := inv_pos.mpr (norm_pos_iff.mpr hv)
    have hn : ‖‖v‖⁻¹ • v‖ = 1 := by
      rw [norm_smul, norm_inv, norm_norm, inv_mul_cancel₀ (norm_ne_zero_iff.mpr hv)]
    have h1 := h _ hn
    rw [real_inner_smul_right, brokenBondEnergy_smul, abs_of_pos hpos] at h1
    exact le_of_mul_le_mul_left h1 hpos
```

**Q.** Now the main equivalence. One direction looks easy.

**A.** It is. If x = ∑_j t_j b_j with |t_j| ≤ e_j, then

⟨x, v⟩ = ∑_j t_j ⟨b_j, v⟩ ≤ ∑_j |t_j| |⟨b_j, v⟩| ≤ ∑_j e_j |⟨b_j, v⟩| = γ(v).

The first equality is `inner_bondSum`, and the bound on a single bond is `term_le`.

```lean
lemma inner_bondSum (t : ι → ℝ) (b : ι → E) (v : E) :
    ⟪∑ j, t j • b j, v⟫_ℝ = ∑ j, t j * ⟪b j, v⟫_ℝ := by
  simp only [sum_inner, real_inner_smul_left]

lemma term_le {t e : ℝ} (h : |t| ≤ e) (a : ℝ) : t * a ≤ e * |a| :=
  calc t * a ≤ |t * a| := le_abs_self _
    _ = |t| * |a| := abs_mul t a
    _ ≤ e * |a| := mul_le_mul_of_nonneg_right h (abs_nonneg a)
```

**Q.** The other direction is where I hesitate. If x obeys every inequality, where do the coefficients come from? With more bonds than dimensions they aren't even unique.

**A.** We don't construct them. We show that a point without admissible coefficients violates some inequality. Call the zonotope Z. Two properties of Z are needed first.

It is convex. Suppose x = ∑_j t_j b_j and y = ∑_j s_j b_j are admissible, and a, c ≥ 0 with a + c = 1. Then ax + cy has coefficients a t_j + c s_j, and

|a t_j + c s_j| ≤ a|t_j| + c|s_j| ≤ (a + c) e_j = e_j.

It is also compact. The coefficients range over the box formed by the intervals [−e_j, e_j], which is compact, and t ↦ ∑_j t_j b_j is continuous. In the Lean proof, `himage` identifies Z with the image of that box.

```lean
/-- The zonotope of the bonds is convex and compact. -/
theorem zonotope_convex_compact (e : ι → ℝ) (b : ι → E) :
    Convex ℝ (zonotope e b) ∧ IsCompact (zonotope e b) := by
  constructor
  · rintro x ⟨t, ht, rfl⟩ y ⟨s, hs, rfl⟩ a c ha hc hac
    refine ⟨fun j => a * t j + c * s j, fun j => ?_, ?_⟩
    · calc |a * t j + c * s j| ≤ |a * t j| + |c * s j| := abs_add_le _ _
        _ = a * |t j| + c * |s j| := by
          rw [abs_mul, abs_mul, abs_of_nonneg ha, abs_of_nonneg hc]
        _ ≤ a * e j + c * e j :=
          add_le_add (mul_le_mul_of_nonneg_left (ht j) ha)
            (mul_le_mul_of_nonneg_left (hs j) hc)
        _ = e j := by rw [← add_mul, hac, one_mul]
    · simp only [Finset.smul_sum, add_smul, mul_smul, Finset.sum_add_distrib]
  · -- the zonotope is the continuous image of a box of coefficients
    have himage : zonotope e b = (fun t : ι → ℝ => ∑ j, t j • b j) ''
        Set.univ.pi (fun j => Set.Icc (-e j) (e j)) := by
      ext x
      constructor
      · rintro ⟨t, ht, rfl⟩
        exact ⟨t, fun j _ => abs_le.mp (ht j), rfl⟩
      · rintro ⟨t, ht, rfl⟩
        exact ⟨t, fun j => abs_le.mpr (ht j (Set.mem_univ j)), rfl⟩
    rw [himage]
    exact (isCompact_univ_pi fun j => isCompact_Icc).image (by fun_prop)
```

The second ingredient is a point of Z that attains the energy in a given direction v. Set t_j = e_j if ⟨b_j, v⟩ ≥ 0 and t_j = −e_j otherwise. Every term t_j ⟨b_j, v⟩ then equals e_j |⟨b_j, v⟩|, so y = ∑_j t_j b_j satisfies ⟨y, v⟩ = γ(v). The `if` expression in Lean makes this choice of signs, and `he` makes the chosen coefficients admissible.

```lean
/-- For every direction `v`, some point of the zonotope has `⟪x, v⟫` equal to the broken-bond
energy of `v`. -/
theorem exists_support_point {e : ι → ℝ} (he : ∀ j, 0 ≤ e j) (b : ι → E) (v : E) :
    ∃ x ∈ zonotope e b, ⟪x, v⟫_ℝ = brokenBondEnergy e b v := by
  -- give each bond its full strength, with the sign of its component along `v`
  refine ⟨_, ⟨fun j => if 0 ≤ ⟪b j, v⟫_ℝ then e j else -e j, fun j => ?_, rfl⟩, ?_⟩
  · dsimp only
    split_ifs
    · exact (abs_of_nonneg (he j)).le
    · rw [abs_neg, abs_of_nonneg (he j)]
  · rw [inner_bondSum]
    refine Finset.sum_congr rfl fun j _ => ?_
    split_ifs with h
    · rw [abs_of_nonneg h]
    · rw [abs_of_neg (not_le.mp h)]
      ring
```

**Q.** And the contradiction?

**A.** Suppose x is not in Z. Since Z is convex and closed, there are a continuous linear functional f and a number u with

f(y) < u < f(x) for every y in Z.

By the Riesz representation, f(y) = ⟨y, v⟩ for some vector v. Choose the y in Z that attains γ(v). Then

γ(v) = ⟨y, v⟩ < u < ⟨x, v⟩,

which violates the inequality for this v.

In the code, `geometric_hahn_banach_closed_point` supplies f and u, and `InnerProductSpace.toDual` turns f into `v`. The Riesz step is the reason for `CompleteSpace E`, which holds automatically in ℝⁿ with its Euclidean inner product. The statement of `forall_inner_le_iff` writes out both the energy and the coefficient condition, so you can compare it with the claim above without unfolding any definition.

```lean
/-- A point satisfies all broken-bond half-space inequalities exactly when it is a combination
of the bond vectors with coefficients bounded by the bond strengths. -/
theorem forall_inner_le_iff [CompleteSpace E] {e : ι → ℝ} (he : ∀ j, 0 ≤ e j)
    (b : ι → E) (x : E) :
    (∀ v, ⟪x, v⟫_ℝ ≤ ∑ j, e j * |⟪b j, v⟫_ℝ|) ↔
      ∃ t : ι → ℝ, (∀ j, |t j| ≤ e j) ∧ x = ∑ j, t j • b j := by
  constructor
  · intro h
    by_contra hx
    have hx' : x ∉ zonotope e b := hx
    obtain ⟨hconv, hcomp⟩ := zonotope_convex_compact e b
    -- a plane separates `x` from the zonotope; `v` is its normal
    obtain ⟨f, u, hf, hu⟩ := geometric_hahn_banach_closed_point hconv hcomp.isClosed hx'
    let v : E := (InnerProductSpace.toDual ℝ E).symm f
    have hv : ∀ y, ⟪y, v⟫_ℝ = f y := fun y => by
      rw [real_inner_comm]
      exact InnerProductSpace.toDual_symm_apply
    obtain ⟨y, hy, hyv⟩ := exists_support_point he b v
    have h1 : ⟪x, v⟫_ℝ ≤ brokenBondEnergy e b v := h v
    have h2 := hf y hy
    rw [← hyv, hv, hv] at h1
    linarith
  · rintro ⟨t, ht, rfl⟩ v
    rw [inner_bondSum]
    exact Finset.sum_le_sum fun j _ => term_le (ht j) _
```

**Q.** So the set defined by unit normals equals the set defined by coefficients?

**A.** Yes, `wulffShape_eq_zonotope` chains the two equivalences. The bonds need not be orthogonal, independent or spanning. If they don't span the space, the shape is flat, and with no bonds at all it is the single point 0.

```lean
/-- The Wulff shape of the broken-bond energy is the zonotope of the bonds. -/
theorem wulffShape_eq_zonotope [CompleteSpace E] {e : ι → ℝ} (he : ∀ j, 0 ≤ e j)
    (b : ι → E) : wulffShape (brokenBondEnergy e b) = zonotope e b := by
  ext x
  exact (mem_wulffShape_iff e b x).trans (forall_inner_le_iff he b x)
```

**Q.** What happens if a second-neighbour interaction is repulsive? Fits do produce negative strengths.

**A.** Then the equivalence can fail, even in one dimension. Take b₁ = 1, b₂ = 2, e₁ = 3 and e₂ = −1. The energy is

γ(v) = 3|v| − |2v| = |v|,

so the Wulff shape is the interval [−1, 1]. The zonotope is empty, since no t₂ satisfies |t₂| ≤ −1. The energy here is perfectly positive, so checking the sign of γ is not enough. The condition `he` says physically that breaking any listed bond never releases energy.

**Q.** Can I see the shape being assembled bond by bond?

**A.** Each bond contributes the segment from −e_j b_j to e_j b_j. Choosing one point t_j b_j from each segment and adding them gives ∑_j t_j b_j, and every point of Z arises in this way. The Wulff shape is therefore the Minkowski sum of the segments, meaning the set of all sums with one point taken from each. The Lean proof translates between a coefficient `t j` and a point `g j` of the j-th segment, with `choose` extracting the coefficients from the points.

```lean
/-- The broken-bond Wulff shape is the Minkowski sum of one line segment per bond, running
from `-e j • b j` to `e j • b j`. -/
theorem wulffShape_eq_sum_segments [CompleteSpace E] {e : ι → ℝ} (he : ∀ j, 0 ≤ e j)
    (b : ι → E) : wulffShape (brokenBondEnergy e b) =
      ∑ j, (fun t : ℝ => t • b j) '' Set.Icc (-e j) (e j) := by
  rw [wulffShape_eq_zonotope he]
  ext x
  rw [Set.mem_fintype_sum]
  constructor
  · rintro ⟨t, ht, rfl⟩
    exact ⟨fun j => t j • b j, fun j => ⟨t j, abs_le.mp (ht j), rfl⟩, rfl⟩
  · rintro ⟨g, hg, rfl⟩
    choose t ht htb using hg
    exact ⟨t, fun j => abs_le.mpr (ht j), Finset.sum_congr rfl fun j _ => (htb j).symm⟩
```

**Q.** Does the shape remember the energy? For a general γ, the construction can lose orientations that never touch the shape.

**A.** Here nothing is lost. The inequalities give ⟨x, v⟩ ≤ γ(v) throughout the shape, and the attaining point gives equality somewhere on it. Hence

γ(v) = max { ⟨x, v⟩ : x in the Wulff shape }.

`IsGreatest` expresses both halves: the value is attained, and it is an upper bound. An orientation may still touch the shape only at an edge or a vertex, so recovering its energy doesn't mean that it appears as a facet.

```lean
/-- The broken-bond energy of `v` is the greatest value of `⟪x, v⟫` over the Wulff shape. -/
theorem energy_isGreatest [CompleteSpace E] {e : ι → ℝ} (he : ∀ j, 0 ≤ e j)
    (b : ι → E) (v : E) :
    IsGreatest ((fun x => ⟪x, v⟫_ℝ) '' wulffShape (brokenBondEnergy e b))
      (brokenBondEnergy e b v) := by
  constructor
  · rw [wulffShape_eq_zonotope he]
    exact exists_support_point he b v
  · rintro _ ⟨x, hx, rfl⟩
    exact (mem_wulffShape_iff e b x).mp hx v
```

**Q.** Then which orientations do appear as facets?

**A.** Look at the points where the maximum is reached. For admissible coefficients, each term satisfies t_j ⟨b_j, v⟩ ≤ e_j |⟨b_j, v⟩|, so the sums are equal exactly when all the terms are. There are three cases:

- If ⟨b_j, v⟩ > 0, then t_j = e_j.
- If ⟨b_j, v⟩ < 0, then t_j = −e_j.
- If ⟨b_j, v⟩ = 0, equality holds for every admissible t_j.

Bonds cut by the surface are saturated, and bonds lying in the surface plane remain free. This is `mem_face_iff`. `Finset.sum_eq_sum_iff_of_le` reduces equality of the sums to equality of the terms, and `lt_trichotomy` supplies the three cases for the converse. The theorem tests a given set of admissible coefficients, so it applies to any such representation of a point, unique or not.

```lean
/-- A bond combination with admissible coefficients attains the energy of `v` exactly when
every bond with a positive component along `v` has coefficient `e j` and every bond with a
negative component has coefficient `-e j`. -/
theorem mem_face_iff {e t : ι → ℝ} (ht : ∀ j, |t j| ≤ e j) (b : ι → E) (v : E) :
    ⟪∑ j, t j • b j, v⟫_ℝ = brokenBondEnergy e b v ↔
      ∀ j, (0 < ⟪b j, v⟫_ℝ → t j = e j) ∧ (⟪b j, v⟫_ℝ < 0 → t j = -e j) := by
  rw [inner_bondSum, brokenBondEnergy,
    Finset.sum_eq_sum_iff_of_le fun j _ => term_le (ht j) _]
  constructor
  · intro h j
    have hj := h j (Finset.mem_univ j)
    refine ⟨fun ha => ?_, fun ha => ?_⟩
    · rw [abs_of_pos ha] at hj
      exact mul_right_cancel₀ ha.ne' hj
    · rw [abs_of_neg ha] at hj
      exact mul_right_cancel₀ ha.ne (hj.trans (by ring))
  · intro h j _
    rcases lt_trichotomy ⟪b j, v⟫_ℝ 0 with ha | ha | ha
    · rw [(h j).2 ha, abs_of_neg ha]
      ring
    · simp [ha]
    · rw [(h j).1 ha, abs_of_pos ha]

end

end BrokenBondWulff
```

```lean
#print axioms BrokenBondWulff.wulffShape_eq_zonotope
#print axioms BrokenBondWulff.wulffShape_eq_sum_segments
#print axioms BrokenBondWulff.energy_isGreatest
#print axioms BrokenBondWulff.mem_face_iff
```

```
'BrokenBondWulff.wulffShape_eq_zonotope' depends on axioms: [propext, Classical.choice, Quot.sound]
'BrokenBondWulff.wulffShape_eq_sum_segments' depends on axioms: [propext, Classical.choice, Quot.sound]
'BrokenBondWulff.energy_isGreatest' depends on axioms: [propext, Classical.choice, Quot.sound]
'BrokenBondWulff.mem_face_iff' depends on axioms: [propext, Classical.choice, Quot.sound]
```

**Q.** How would this replace my list of sampled normals?

**A.** In three dimensions, a face with normal v is a shifted sum of the segments whose bonds are perpendicular to v. It is two-dimensional when those bonds, counting only the ones with positive strength, span a plane. If all the bonds together span space, the candidate facet normals are therefore the cross products of pairs of non-parallel bonds, each taken with both signs and scaled to unit length. This finite list misses none. For each candidate v, your program can compute

y = ∑_j e_j sign(⟨b_j, v⟩) b_j,

with sign(0) = 0. This is the centre of the face, and adding the segments of the free bonds to it gives the whole face. The Lean code doesn't carry out this computation.

Take fcc with equal nearest-neighbour strengths, which gives six bonds after removing opposite pairs. Three of them lie in a {111} plane and produce a hexagon. Two lie in a {100} plane and produce a square. Only one is perpendicular to a ⟨110⟩ direction, so that orientation gives an edge. The shape is the truncated octahedron.

**Q.** And if my surface energies come from electronic-structure calculations?

**A.** You can fit non-negative e_j to them and obtain the complete shape of the fitted model, within the zero-temperature pair-bond approximation. How well that shape describes the material depends on the quality of the fit, so compare the fitted γ with computed orientations that you left out of it.
